# The s-wave phase of the well \(-2m^2/\cosh^2(m(r-b))\) and its zero-energy limits

Take an attractive well centred at the origin, \(U(r)=-2m^2/\cosh^2(mr)\) with \(m>0\), and a radial function \(u\) that vanishes at \(r=0\). In units \(\hbar^2/2\mu=1\) for a particle of mass \(\mu\), where \(m\) is an inverse length and the energy is \(k^2\) with wave number \(k>0\), the equation \(-u''+Uu=k^2u\) has the solution

\[ u(r)=k\sin kr+m\tanh(mr)\cos kr . \]

It is zero at the origin, with slope \(k^2+m^2\). Far out, \(\tanh(mr)\to1\), and what remains is

\[ k\sin kr+m\cos kr=\sqrt{k^2+m^2}\,\sin\bigl(kr+\arctan(m/k)\bigr). \]

The phase shift is therefore \(\arctan(m/k)\), which tends to \(\pi/2\) as \(k\to0^+\). Moving the well away from the origin adds a second arctangent.

## The phase for an arbitrary well centre

Let \(b\) be any real number and let

\[ U(r)=-\frac{2m^2}{\cosh^2(m(r-b))},\qquad d(k)=\arctan\frac mk+\arctan\frac{m\tanh(mb)}{k}. \]

For every \(k>0\) there is a solution with \(u(0)=0\) and \(u'(0)\neq0\), and each such solution satisfies \(u(r)-A\sin(kr+d(k))\to0\) as \(r\to\infty\), with some \(A\neq0\). As \(k\to0^+\), \(d(k)\) tends to \(\pi\) for \(b>0\), to \(\pi/2\) for \(b=0\) and to \(0\) for \(b<0\).

## Extracting a phase from a radial solver

A simple way to compute an s-wave phase shift numerically is to integrate outward from \(u(0)=0\) with an arbitrary nonzero starting slope, then fit a sine where the potential is negligible. The starting slope may be arbitrary because the equation is linear: another slope only multiplies \(u\) by a constant, which changes \(A\) and leaves the phase unchanged modulo \(\pi\). The closed form gives a code of this kind a reference value at every \(k>0\).

A fit that leaves the sign of \(A\) free determines the phase only modulo \(\pi\), and near threshold it cannot distinguish \(\pi\) from \(0\). The derivation below shows that \(A\) has the sign of the starting slope, so imposing that sign fixes the phase modulo \(2\pi\). The formula for \(d\) selects the branch that is continuous in \(k\) and goes to zero at large \(k\), so a code can either compare modulo \(\pi\) or follow the phase down from high energy to compare the values themselves.

## From free waves to the phase

Write \(T(r)=\tanh(m(r-b))\). Then \(T'=m(1-T^2)\) and \(U=-2m^2(1-T^2)\).

**Carrying free waves into the well.** Let \(w''=-Ew\) and set \(u=w'-mTw\). Differentiating once gives

\[ u'=-Ew-m^2(1-T^2)w-mTw'. \]

Differentiating again and replacing \(w''\) by \(-Ew\) gives

\[ \begin{aligned}
u''&=-Ew'-2m^2(1-T^2)w'+2m^3T(1-T^2)w+EmTw\\
&=\bigl(-2m^2(1-T^2)-E\bigr)(w'-mTw)=(U-E)u .
\end{aligned} \]

This Darboux map thus turns free solutions into solutions in the well at the same energy.

**Meeting the condition at the origin.** Put \(E=k^2\), \(t=\tanh(mb)\) and \(w=-\cos(kr+\beta)\). The image is

\[ F(r)=k\sin(kr+\beta)+mT(r)\cos(kr+\beta). \]

Since \(T(0)=-t\), the condition \(F(0)=0\) reads \(k\sin\beta=mt\cos\beta\), which \(\beta=\arctan(mt/k)\) satisfies. The slope is then

\[ F'(0)=k^2\cos\beta+m^2(1-t^2)\cos\beta+mtk\sin\beta=(k^2+m^2)\cos\beta>0 . \]

**Covering every regular solution.** The wave \(w=\sin(kr+\beta)\) gives a second solution \(G\), with \(kG(0)=(k^2+m^2t^2)\cos\beta>0\). For two solutions \(f,g\) at the same energy, \((fg'-f'g)'=fg''-f''g=0\), so their Wronskian \(fg'-f'g\) is constant. If \(u(0)=0\), evaluation at the origin gives

\[ \begin{aligned}
uF'-u'F&=0,\\
uG'-u'G&=-u'(0)G(0),\\
FG'-F'G&=-F'(0)G(0).
\end{aligned} \]

Multiply the first line by \(G\), the second by \(-F\) and the third by \(u\), and add. The left sides cancel, leaving \(G(0)\,[F'(0)u-u'(0)F]=0\). Hence \(u=\dfrac{u'(0)}{F'(0)}F\).

**Reading off the phase.** Let \(\alpha=\arctan(m/k)\) and \(A_0=k/\cos\alpha=\sqrt{k^2+m^2}\), so that \(A_0\cos\alpha=k\) and \(A_0\sin\alpha=m\). Then

\[ F(r)-A_0\sin(kr+\beta+\alpha)=m\,(T(r)-1)\cos(kr+\beta)\to0, \]

and \(\alpha+\beta=d(k)\). For a solution started with unit slope, the amplitude is \(A=A_0/F'(0)=1/(\sqrt{k^2+m^2}\cos\beta)\).

**Taking \(k\to0^+\).** The first arctangent tends to \(\pi/2\). The second tends to \(\pi/2\), \(0\) or \(-\pi/2\) according to the sign of \(\tanh(mb)\), which is the sign of \(b\). The sums are \(\pi\), \(\pi/2\) and \(0\).

**A bound state from the same map.** Put \(E=-\kappa^2\) with \(\kappa>0\) and \(w=e^{-\kappa r}\). The image is \(-(\kappa+mT(r))e^{-\kappa r}\), which decays and vanishes at the origin exactly when \(\kappa=m\tanh(mb)\). For \(b>0\) this gives a bound state of energy \(-m^2\tanh^2(mb)\), a consequence of the map that the Lean code does not state.

## The definitions and proofs in Lean

```lean
import Mathlib

open Filter Topology

namespace LevinsonPoschlTeller

noncomputable section

/-- The attractive well `-2m²/cosh²(m(r-b))` centred at `b`. -/
def potential (m b r : ℝ) : ℝ := -2 * m ^ 2 / Real.cosh (m * (r - b)) ^ 2

/-- The kink profile `tanh(m(r-b))`. -/
def kink (m b r : ℝ) : ℝ := Real.tanh (m * (r - b))

/-- The radial equation `-u'' + U u = E u`, written with the slope `v = u'`. -/
def Solves (U : ℝ → ℝ) (E : ℝ) (u v : ℝ → ℝ) : Prop :=
  ∀ r, HasDerivAt u (v r) r ∧ HasDerivAt v ((U r - E) * u r) r

/-- A solution in the well that vanishes at the origin with nonzero slope. -/
def IsRegular (m b E : ℝ) (u v : ℝ → ℝ) : Prop :=
  Solves (potential m b) E u v ∧ u 0 = 0 ∧ v 0 ≠ 0


/-- The closed formula `d(k) = arctan(m/k) + arctan(m tanh(mb)/k)`. -/
def phaseShift (m b k : ℝ) : ℝ :=
  Real.arctan (m / k) + Real.arctan (m * Real.tanh (m * b) / k)

/-- The kink obeys `T' = m(1 - T²)`. -/
theorem hasDerivAt_kink (m b r : ℝ) :
    HasDerivAt (kink m b) (m * (1 - kink m b r ^ 2)) r := by
  have h : HasDerivAt (fun r : ℝ => m * (r - b)) m r := by
    simpa using ((hasDerivAt_id' r).sub_const b).const_mul m
  have hc := (Real.cosh_pos (m * (r - b))).ne'
  have e : kink m b = fun r => Real.sinh (m * (r - b)) / Real.cosh (m * (r - b)) := by
    funext x
    exact Real.tanh_eq_sinh_div_cosh _
  rw [e]
  refine (h.sinh.fun_div h.cosh hc).congr_deriv ?_
  beta_reduce
  field_simp

/-- The well expressed through the kink: `U = -2m²(1 - T²)`. -/
theorem potential_eq (m b r : ℝ) :
    potential m b r = -2 * m ^ 2 * (1 - kink m b r ^ 2) := by
  have hc := pow_ne_zero 2 (Real.cosh_pos (m * (r - b))).ne'
  have h : 1 - kink m b r ^ 2 = 1 / Real.cosh (m * (r - b)) ^ 2 := by
    rw [kink, Real.tanh_eq_sinh_div_cosh, div_pow, eq_div_iff hc, sub_mul,
      div_mul_cancel₀ _ hc]
    linarith [Real.cosh_sq (m * (r - b))]
  rw [h, potential]
  ring

/-- Far to the right of the well the kink tends to one. -/
theorem tendsto_kink {m : ℝ} (hm : 0 < m) (b : ℝ) : Tendsto (kink m b) atTop (𝓝 1) := by
  have ht : Tendsto Real.tanh atTop (𝓝 1) := by
    have h := Real.tendsto_exp_neg_atTop_nhds_zero
    have h2 := h.mul h
    have h3 : Tendsto (fun x : ℝ => (1 - Real.exp (-x) * Real.exp (-x)) /
        (1 + Real.exp (-x) * Real.exp (-x))) atTop (𝓝 ((1 - 0 * 0) / (1 + 0 * 0))) :=
      (h2.const_sub 1).div (h2.const_add 1) (by norm_num)
    rw [show ((1 - 0 * 0) / (1 + 0 * 0) : ℝ) = 1 by norm_num] at h3
    refine h3.congr fun x => ?_
    have hx : Real.exp x * Real.exp (-x) = 1 := by rw [← Real.exp_add]; simp
    have p := Real.exp_pos x
    have q := Real.exp_pos (-x)
    rw [Real.tanh_eq_sinh_div_cosh, Real.sinh_eq, Real.cosh_eq,
      div_eq_div_iff (by positivity) (by positivity)]
    linear_combination (-Real.exp (-x)) * hx
  have h1 : Tendsto (fun r : ℝ => r + -b) atTop atTop :=
    tendsto_atTop_add_const_right _ _ tendsto_id
  exact (ht.comp (h1.const_mul_atTop hm)).congr fun r => by
    simp only [Function.comp_apply, kink, sub_eq_add_neg]

/-- Darboux map: a free solution `w` with slope `p` gives the solution `p - m T w` in the
well at the same energy. -/
theorem darboux (m b : ℝ) {E : ℝ} {w p : ℝ → ℝ} (h : Solves (fun _ => 0) E w p) :
    Solves (potential m b) E (fun r => p r - m * kink m b r * w r)
      (fun r => -E * w r - m ^ 2 * (1 - kink m b r ^ 2) * w r - m * kink m b r * p r) := by
  intro r
  have hw := (h r).1
  have hp : HasDerivAt p ((0 - E) * w r) r := (h r).2
  have hT := hasDerivAt_kink m b r
  have hT2 : HasDerivAt (fun r => kink m b r ^ 2)
      (2 * kink m b r * (m * (1 - kink m b r ^ 2))) r :=
    (hT.fun_pow 2).congr_deriv (by norm_num)
  constructor
  · exact (hp.fun_sub ((hT.const_mul m).fun_mul hw)).congr_deriv (by ring)
  · refine (((hw.const_mul (-E)).fun_sub (((hT2.const_sub 1).const_mul (m ^ 2)).fun_mul
      hw)).fun_sub ((hT.const_mul m).fun_mul hp)).congr_deriv ?_
    rw [potential_eq]
    ring

/-- The Wronskian of two solutions at the same energy is constant. -/
theorem wronskian_const {U : ℝ → ℝ} {E : ℝ} {u v f g : ℝ → ℝ} (hu : Solves U E u v)
    (hf : Solves U E f g) (r : ℝ) : u r * g r - v r * f r = u 0 * g 0 - v 0 * f 0 := by
  have hd : ∀ x, HasDerivAt (fun r => u r * g r - v r * f r) 0 x := fun x =>
    (((hu x).1.fun_mul (hf x).2).fun_sub ((hu x).2.fun_mul (hf x).1)).congr_deriv (by ring)
  exact is_const_of_deriv_eq_zero (fun x => (hd x).differentiableAt) (fun x => (hd x).deriv) r 0

/-- At every `k > 0` a regular solution exists, and every regular solution approaches
`A sin(kr + d(k))` with nonzero amplitude `A`. -/
theorem regular_solution_phase {m k : ℝ} (hm : 0 < m) (hk : 0 < k) (b : ℝ) :
    (∃ u v, IsRegular m b (k ^ 2) u v) ∧ ∀ u v, IsRegular m b (k ^ 2) u v →
      ∃ A : ℝ, A ≠ 0 ∧
        Tendsto (fun r => u r - A * Real.sin (k * r + phaseShift m b k)) atTop (𝓝 0) := by
  have leg : ∀ x, k * Real.sin (Real.arctan (x / k)) = x * Real.cos (Real.arctan (x / k)) := by
    intro x
    have h := Real.tan_arctan (x / k)
    rw [Real.tan_eq_sin_div_cos, div_eq_div_iff (Real.cos_arctan_pos _).ne' hk.ne'] at h
    linarith
  obtain ⟨β, hβ⟩ : ∃ β, β = Real.arctan (m * Real.tanh (m * b) / k) := ⟨_, rfl⟩
  have hc : 0 < Real.cos β := by rw [hβ]; exact Real.cos_arctan_pos _
  have hl : k * Real.sin β = m * Real.tanh (m * b) * Real.cos β := by rw [hβ]; exact leg _
  have k0 : kink m b 0 = -Real.tanh (m * b) := by simp [kink]
  have hθ : ∀ r, HasDerivAt (fun r : ℝ => k * r + β) k r := fun r => by
    simpa using ((hasDerivAt_id' r).const_mul k).add_const β
  -- two free waves, a quarter period apart, are carried into the well
  have free1 : Solves (fun _ => 0) (k ^ 2) (fun r => -Real.cos (k * r + β))
      (fun r => k * Real.sin (k * r + β)) := fun r =>
    ⟨(hθ r).cos.fun_neg.congr_deriv (by beta_reduce; ring),
      ((hθ r).sin.const_mul k).congr_deriv (by beta_reduce; ring)⟩
  have free2 : Solves (fun _ => 0) (k ^ 2) (fun r => Real.sin (k * r + β))
      (fun r => k * Real.cos (k * r + β)) := fun r =>
    ⟨(hθ r).sin.congr_deriv (by beta_reduce; ring),
      ((hθ r).cos.const_mul k).congr_deriv (by beta_reduce; ring)⟩
  obtain ⟨F, F', hF, eF, F0, F'0⟩ : ∃ F F', Solves (potential m b) (k ^ 2) F F' ∧
      (∀ r, F r = k * Real.sin (k * r + β) + m * kink m b r * Real.cos (k * r + β)) ∧
      F 0 = 0 ∧ F' 0 = (k ^ 2 + m ^ 2) * Real.cos β := by
    refine ⟨_, _, darboux m b free1, fun r => by ring, ?_, ?_⟩
    · simp only [k0, mul_zero, zero_add]
      linear_combination hl
    · simp only [k0, mul_zero, zero_add]
      linear_combination (m * Real.tanh (m * b)) * hl
  obtain ⟨G, G', hG, G0⟩ : ∃ G G', Solves (potential m b) (k ^ 2) G G' ∧
      k * G 0 = (k ^ 2 + (m * Real.tanh (m * b)) ^ 2) * Real.cos β := by
    refine ⟨_, _, darboux m b free2, ?_⟩
    simp only [k0, mul_zero, zero_add]
    linear_combination (m * Real.tanh (m * b)) * hl
  have hF' : F' 0 ≠ 0 := by rw [F'0]; exact (mul_pos (by positivity) hc).ne'
  have hG0 : G 0 ≠ 0 := by
    intro hz
    rw [hz, mul_zero] at G0
    exact (mul_pos (by positivity) hc).ne G0
  refine ⟨⟨F, F', hF, F0, hF'⟩, ?_⟩
  rintro u v ⟨hu, h0, hv⟩
  -- constant Wronskians make `u` a multiple of `F`
  have hprop : ∀ r, u r = v 0 / F' 0 * F r := by
    intro r
    have W1 := wronskian_const hu hF r
    have W2 := wronskian_const hu hG r
    have W3 := wronskian_const hF hG r
    rw [h0, F0] at W1
    rw [h0] at W2
    rw [F0] at W3
    have h : G 0 * (F' 0 * u r - v 0 * F r) = 0 := by
      linear_combination u r * W3 - F r * W2 + G r * W1
    have h' := (mul_eq_zero.1 h).resolve_left hG0
    rw [div_mul_eq_mul_div, eq_div_iff hF']
    linarith
  have hα := (Real.cos_arctan_pos (m / k)).ne'
  obtain ⟨A, hA⟩ : ∃ A, A = k / Real.cos (Real.arctan (m / k)) := ⟨_, rfl⟩
  have hA1 : A * Real.cos (Real.arctan (m / k)) = k := by rw [hA, div_mul_cancel₀ _ hα]
  have hA2 : A * Real.sin (Real.arctan (m / k)) = m := by
    rw [hA, div_mul_eq_mul_div, div_eq_iff hα]
    exact leg m
  have hA0 : A ≠ 0 := by rw [hA]; exact div_ne_zero hk.ne' hα
  -- the remainder is killed by the kink approaching one
  have lim : Tendsto (fun r => m * (kink m b r - 1) * Real.cos (k * r + β)) atTop (𝓝 0) := by
    have h := (((tendsto_kink hm b).sub_const 1).const_mul m).abs
    rw [sub_self, mul_zero, abs_zero] at h
    refine squeeze_zero_norm (fun r => ?_) h
    rw [Real.norm_eq_abs, abs_mul]
    exact mul_le_of_le_one_right (abs_nonneg _) (Real.abs_cos_le_one _)
  refine ⟨v 0 / F' 0 * A, mul_ne_zero (div_ne_zero hv hF') hA0, ?_⟩
  have h := lim.const_mul (v 0 / F' 0)
  rw [mul_zero] at h
  refine h.congr fun r => ?_
  have e : k * r + phaseShift m b k = (k * r + β) + Real.arctan (m / k) := by
    rw [hβ, phaseShift]; ring
  rw [hprop r, eF r, e, Real.sin_add (k * r + β)]
  linear_combination (v 0 / F' 0) * (Real.sin (k * r + β) * hA1 + Real.cos (k * r + β) * hA2)

/-- The hyperbolic tangent is positive at positive arguments. -/
theorem tanh_pos_of_pos {x : ℝ} (hx : 0 < x) : 0 < Real.tanh x := by
  rw [Real.tanh_eq_sinh_div_cosh]
  exact div_pos (Real.sinh_pos_iff.2 hx) (Real.cosh_pos x)

/-- The threshold phase `d(0+)` is `π`, `π/2` or `0` for a well centred at positive, zero or
negative `b`. -/
theorem phaseShift_threshold {m : ℝ} (hm : 0 < m) (b : ℝ) :
    (0 < b → Tendsto (phaseShift m b) (𝓝[>] 0) (𝓝 Real.pi)) ∧
    (b = 0 → Tendsto (phaseShift m b) (𝓝[>] 0) (𝓝 (Real.pi / 2))) ∧
    (b < 0 → Tendsto (phaseShift m b) (𝓝[>] 0) (𝓝 0)) := by
  have L : ∀ c : ℝ, 0 < c →
      Tendsto (fun k : ℝ => Real.arctan (c / k)) (𝓝[>] 0) (𝓝 (Real.pi / 2)) := by
    intro c hc
    have h := (Real.tendsto_arctan_atTop.mono_right nhdsWithin_le_nhds).comp
      (tendsto_inv_nhdsGT_zero.const_mul_atTop hc)
    exact h.congr fun k => by simp only [Function.comp_apply, div_eq_mul_inv]
  refine ⟨fun hb => ?_, fun hb => ?_, fun hb => ?_⟩
  · have h := (L m hm).add (L _ (mul_pos hm (tanh_pos_of_pos (mul_pos hm hb))))
    rw [add_halves] at h
    exact h
  · exact (L m hm).congr fun k => by simp [phaseShift, hb]
  · have h := (L m hm).sub
      (L _ (mul_pos hm (tanh_pos_of_pos (mul_pos hm (neg_pos.2 hb)))))
    rw [sub_self] at h
    exact h.congr fun k => by
      simp only [phaseShift, mul_neg, Real.tanh_neg, neg_div, Real.arctan_neg, sub_neg_eq_add]


end

end LevinsonPoschlTeller
```

```lean
#print axioms LevinsonPoschlTeller.regular_solution_phase
#print axioms LevinsonPoschlTeller.phaseShift_threshold
```

```
'LevinsonPoschlTeller.regular_solution_phase' depends on axioms: [propext, Classical.choice, Quot.sound]
'LevinsonPoschlTeller.phaseShift_threshold' depends on axioms: [propext, Classical.choice, Quot.sound]
```

## What the Lean statements say

`Solves U E u v` writes the second-order equation as the pair \(u'=v\), \(v'=(U-E)u\), with real-valued functions. It imposes the pair on the whole real line, whereas the physics uses \(r\ge0\). Nothing is lost, because the equation is linear with a smooth potential and a half-line solution extends. `IsRegular` adds `u 0 = 0` and `v 0 ≠ 0`; the second condition excludes the zero solution. The condition at the origin describes either a hard wall in one dimension or an s wave in three, where \(u\) is \(r\) times the radial wavefunction.

`regular_solution_phase` assumes `0 < m` and `0 < k` and leaves `b` free. Its first half is the existence of a regular solution, and its second half covers every regular solution. `phaseShift` is defined by the closed formula, and this theorem is what ties it to the wave. `phaseShift_threshold`, which also assumes `0 < m`, takes the limit of that formula, with `𝓝[>] 0` meaning that \(k\) approaches zero from above.

## How the proof follows the calculation

`hasDerivAt_kink` and `potential_eq` supply the two identities for \(T\), and `tendsto_kink` obtains \(T\to1\) by writing \(\tanh x\) in terms of \(e^{-x}\). In `darboux`, the differentiation rules assemble the derivatives and `ring` checks the algebra that produces \((U-E)u\). `wronskian_const` shows that the derivative of the Wronskian is zero everywhere.

Inside `regular_solution_phase`, `leg` is the relation \(k\sin\arctan(x/k)=x\cos\arctan(x/k)\), used for both \(\alpha\) and \(\beta\). The waves `free1` and `free2` become `F` and `G`. The `linear_combination` in the proof of `hprop` is the weighted sum of the three Wronskian equations, and `squeeze_zero_norm` bounds the remainder by \(|m(T-1)|\). For the threshold, `L` proves \(\arctan(c/k)\to\pi/2\) for \(c>0\); `tanh_pos_of_pos` fixes the sign, and negative \(b\) is handled by oddness.

## Linked depth and width, exact solutions and no bound-state count

For short-range potentials, Levinson's theorem relates the threshold s-wave phase, on the continuous branch that vanishes at high energy, to the number of bound states, with an extra \(\pi/2\) when the regular zero-energy solution stays bounded. The Lean code defines no bound states and counts none, so its values \(\pi\), \(\pi/2\) and \(0\) are limits of a phase and nothing more.

The parameter \(m\) sets both the depth \(2m^2\) and the width \(1/m\). Wells of this shape whose depth and width are not linked in this way, higher partial waves, Coulomb tails and coupled channels are not treated. The convergence in \(r\) is stated for each fixed \(k\), without a rate.

The theorems concern exact solutions over the real numbers. Step size, rounding and the choice of matching radius remain the code's responsibility, though the remainder \(m(T-1)\cos(kr+\beta)\) in the derivation shows that the matching radius should lie several widths \(1/m\) beyond \(b\).
